# A smoothed Coulomb potential whose radial error moments of orders 2, 3 and 4 vanish

Before a nucleus is placed on a real-space grid, its singular potential \(1/r\) can be exchanged for one that stays finite at the origin. For a fixed electronic charge density, this exchange shifts the electrostatic energy by the integral of the density times the potential error. The problems below work out that shift for one smoothed potential and for spherical densities that are quadratic polynomials in \(r\).

## The potential and its error

Units are chosen so that a unit point charge has potential \(1/r\), and \(r\) is at first measured in units of the smoothing length.

```lean
import Mathlib

open MeasureTheory Set Filter Topology
open scoped Real

namespace SmoothedCoulomb

noncomputable section
```

The error function is defined by its integral,
\[
\operatorname{erf}(x)=\frac{2}{\sqrt\pi}\int_0^x e^{-t^2}\,dt .
\]

```lean
/-- The error function, defined by its integral. -/
def erf (x : ℝ) : ℝ := 2 / √π * ∫ t in (0 : ℝ)..x, Real.exp (-t ^ 2)
```

The smoothed potential, `smoothCoulomb` in Lean, adds two Gaussians to the potential \(\operatorname{erf}(r)/r\) of a Gaussian charge:
\[
V(r)=\frac{\operatorname{erf}(r)}{r}+\frac{e^{-r^2}+16e^{-4r^2}}{3\sqrt\pi}.
\]

```lean
/-- The smoothed Coulomb potential of a unit charge at distance `r > 0`. -/
def smoothCoulomb (r : ℝ) : ℝ :=
  erf r / r + (Real.exp (-r ^ 2) + 16 * Real.exp (-4 * r ^ 2)) / (3 * √π)
```

Its deviation from the point-charge potential is \(V(r)-1/r\), called `potentialError`. The \(m\)-th radial error moment is the integral of \(r^m\) times this deviation over \(r>0\), the half-line that Lean writes as `Ioi 0`.

```lean
/-- The deviation of the smoothed potential from the Coulomb potential at distance `r > 0`. -/
def potentialError (r : ℝ) : ℝ := smoothCoulomb r - 1 / r
```

## (a) Slope of the error function

Show that for every real \(x\)
\[
\operatorname{erf}'(x)=\frac{2}{\sqrt\pi}\,e^{-x^2}.
\]

**Solution.** The integrand is continuous, so the fundamental theorem of calculus gives the derivative of the integral as \(e^{-x^2}\). The prefactor carries through. In Lean, `HasDerivAt` says that the derivative exists and has this value.

```lean
/-- The slope of the error function is a Gaussian. -/
theorem hasDerivAt_erf (x : ℝ) : HasDerivAt erf (2 / √π * Real.exp (-x ^ 2)) x := by
  have hc : Continuous fun t : ℝ => Real.exp (-t ^ 2) := by fun_prop
  exact (hc.integral_hasStrictDerivAt 0 x).hasDerivAt.const_mul _
```

## (b) Limit at large distance

Show that
\[
\lim_{x\to\infty}\operatorname{erf}(x)=1 .
\]

**Solution.** The integral tends to the half-line Gaussian integral \(\sqrt\pi/2\), and \((2/\sqrt\pi)(\sqrt\pi/2)=1\). Lean takes the Gaussian value from `integral_gaussian_Ioi`.

```lean
/-- The error function tends to one at large distance. -/
theorem tendsto_erf : Tendsto erf atTop (𝓝 1) := by
  have hi : Integrable fun t : ℝ => Real.exp (-t ^ 2) := by
    simpa using integrable_exp_neg_mul_sq (b := 1) one_pos
  have hg : ∫ t in Ioi (0 : ℝ), Real.exp (-t ^ 2) = √π / 2 := by
    simpa using integral_gaussian_Ioi 1
  have h := (intervalIntegral_tendsto_integral_Ioi 0 hi.integrableOn tendsto_id).const_mul
    (2 / √π)
  have hs : √π ≠ 0 := by positivity
  have h1 : 2 / √π * (√π / 2) = 1 := by field_simp
  rw [hg, h1] at h
  exact h
```

## (c) An exponential bound on the tail

Show that for every real \(r\)
\[
0\le 1-\operatorname{erf}(r)\le 2e\,e^{-r}.
\]

**Solution.** By (a) erf increases, and by (b) its limit is 1, so it never exceeds 1. For the upper bound, let \(D(r)=2e\,e^{-r}-(1-\operatorname{erf}(r))\). Then
\[
D'(r)=-2e\,e^{-r}+\frac{2}{\sqrt\pi}e^{-r^2}.
\]
Since \(r^2-r+1=(r-\tfrac12)^2+\tfrac34>0\), we have \(e^{-r^2}\le e\,e^{-r}\). Also \(2/\sqrt\pi\le2\), so \(D'\le0\). A decreasing function with limit 0 is nonnegative. The Lean proof uses the same \(D\), and `nlinarith` receives the square as a hint.

```lean
/-- The complement `1 - erf r` is nonnegative and decays at least exponentially. -/
theorem erfc_bounds (r : ℝ) :
    0 ≤ 1 - erf r ∧ 1 - erf r ≤ 2 * Real.exp 1 * Real.exp (-r) := by
  constructor
  · have hm : Monotone erf := monotone_of_deriv_nonneg
      (fun x => (hasDerivAt_erf x).differentiableAt)
      (fun x => by rw [(hasDerivAt_erf x).deriv]; positivity)
    linarith [hm.ge_of_tendsto tendsto_erf r]
  · -- the difference of the two sides decreases to zero
    have hd : ∀ x, HasDerivAt (fun y => 2 * Real.exp 1 * Real.exp (-y) - (1 - erf y))
        (2 * Real.exp 1 * (Real.exp (-x) * (-1)) - (-(2 / √π * Real.exp (-x ^ 2)))) x :=
      fun x => ((hasDerivAt_neg x).exp.const_mul _).fun_sub ((hasDerivAt_erf x).const_sub 1)
    have ha : Antitone (fun y => 2 * Real.exp 1 * Real.exp (-y) - (1 - erf y)) := by
      refine antitone_of_deriv_nonpos (fun x => (hd x).differentiableAt) (fun x => ?_)
      rw [(hd x).deriv]
      have h1 : Real.exp (-x ^ 2) ≤ Real.exp 1 * Real.exp (-x) := by
        rw [← Real.exp_add, Real.exp_le_exp]
        nlinarith [sq_nonneg (x - 1 / 2)]
      have h2 : 2 / √π ≤ 2 := by
        have : 1 ≤ √π := Real.one_le_sqrt.2 (by linarith [Real.pi_gt_three])
        exact div_le_self (by norm_num) this
      have h3 := mul_le_mul_of_nonneg_right h2 (Real.exp_pos (-x ^ 2)).le
      linarith
    have ht := (Real.tendsto_exp_neg_atTop_nhds_zero.const_mul (2 * Real.exp 1)).sub
      (tendsto_erf.const_sub 1)
    have h0 := ha.le_of_tendsto ht r
    simp only [mul_zero, sub_self] at h0
    linarith
```

## (d) Gaussian moments

For an integer \(k\ge0\) and \(b>0\), show that the following integral converges and that
\[
\int_0^\infty r^k e^{-(br)^2}\,dr=\frac{\Gamma\!\left(\frac{k+1}{2}\right)}{2\,b^{k+1}} .
\]

**Solution.** Substituting \(s=br\) gives a factor \(b^{-(k+1)}\). Then \(u=s^2\) gives
\[
\int_0^\infty s^k e^{-s^2}ds=\frac12\int_0^\infty u^{(k-1)/2}e^{-u}du=\frac12\,\Gamma\!\left(\tfrac{k+1}{2}\right).
\]
Convergence is stated separately as `IntegrableOn`, because Lean assigns the value 0 to the integral of a non-integrable function, and a vanishing moment would then say nothing.

```lean
/-- Every radial moment of the Gaussian `exp (-(b r)²)` with `b > 0` is finite and is given
by the Gamma function. -/
theorem gaussian_moment (k : ℕ) {b : ℝ} (hb : 0 < b) :
    IntegrableOn (fun r : ℝ => r ^ k * Real.exp (-(b * r) ^ 2)) (Ioi 0) ∧
    ∫ r in Ioi (0 : ℝ), r ^ k * Real.exp (-(b * r) ^ 2)
      = Real.Gamma (((k : ℝ) + 1) / 2) / (2 * b ^ (k + 1)) := by
  have hk : (-1 : ℝ) < k := by
    have : (0 : ℝ) ≤ k := k.cast_nonneg
    linarith
  have hi : IntegrableOn (fun r : ℝ => r ^ k * Real.exp (-r ^ 2)) (Ioi 0) := by
    have h := (integrable_rpow_mul_exp_neg_mul_sq one_pos hk).integrableOn (s := Ioi (0 : ℝ))
    simpa only [Real.rpow_natCast, neg_mul, one_mul] using h
  have hv : ∫ r in Ioi (0 : ℝ), r ^ k * Real.exp (-r ^ 2)
      = 1 / 2 * Real.Gamma (((k : ℝ) + 1) / 2) := by
    have h := integral_rpow_mul_exp_neg_rpow (p := 2) two_pos hk
    simpa only [Real.rpow_natCast, Real.rpow_two] using h
  -- rescale the radius by `b`
  have he : (fun r : ℝ => r ^ k * Real.exp (-(b * r) ^ 2))
      = fun r => (b ^ k)⁻¹ * ((b * r) ^ k * Real.exp (-(b * r) ^ 2)) := by
    funext r
    rw [mul_pow b r k, ← mul_assoc, inv_mul_cancel_left₀ (pow_ne_zero k hb.ne')]
  rw [he]
  constructor
  · exact ((integrableOn_Ioi_comp_mul_left_iff
      (fun r : ℝ => r ^ k * Real.exp (-r ^ 2)) 0 hb).2 (by rwa [mul_zero])).const_mul _
  · have h := integral_comp_mul_left_Ioi (fun r : ℝ => r ^ k * Real.exp (-r ^ 2)) 0 hb
    rw [mul_zero, hv, smul_eq_mul] at h
    rw [integral_const_mul, h, pow_succ]
    field_simp
```

## (e) Moments of the tail

For an integer \(k\ge0\), show that the following integral converges and that
\[
\int_0^\infty r^k\,(1-\operatorname{erf}(r))\,dr=\frac{\Gamma\!\left(\frac{k+2}{2}\right)}{\sqrt\pi\,(k+1)} .
\]

**Solution.** Convergence follows from (c). By (a),
\[
\frac{d}{dr}\Big[r^{k+1}(1-\operatorname{erf}(r))\Big]=(k+1)\,r^k(1-\operatorname{erf}(r))-\frac{2}{\sqrt\pi}\,r^{k+1}e^{-r^2}.
\]
The bracket is zero at \(r=0\) and tends to zero at infinity by (c), so the right-hand side integrates to zero. By (d) with \(k+1\) in place of \(k\) and \(b=1\), its last term contributes \(-\Gamma(\frac{k+2}{2})/\sqrt\pi\). Dividing by \(k+1\) gives the result. In the code, `ht` is the limit at infinity and `hd` the derivative.

```lean
/-- Every radial moment of `1 - erf r` is finite and is given by the Gamma function. -/
theorem erfc_moment (k : ℕ) :
    IntegrableOn (fun r => r ^ k * (1 - erf r)) (Ioi 0) ∧
    ∫ r in Ioi (0 : ℝ), r ^ k * (1 - erf r)
      = Real.Gamma (((k : ℝ) + 2) / 2) / (√π * (k + 1)) := by
  have hc : Continuous erf :=
    continuous_iff_continuousAt.2 fun x => (hasDerivAt_erf x).continuousAt
  have hi : IntegrableOn (fun r => r ^ k * (1 - erf r)) (Ioi 0) := by
    have hE : IntegrableOn (fun r : ℝ => r ^ k * Real.exp (-r)) (Ioi 0) := by
      have h := Real.GammaIntegral_convergent (s := (k : ℝ) + 1) (by positivity)
      refine h.congr_fun (fun x _ => ?_) measurableSet_Ioi
      simp only [add_sub_cancel_right, Real.rpow_natCast]
      ring
    refine Integrable.mono' (hE.const_mul (2 * Real.exp 1))
      (by fun_prop : Continuous fun r => r ^ k * (1 - erf r)).aestronglyMeasurable
      (ae_restrict_of_forall_mem measurableSet_Ioi fun r hr => ?_)
    have hp : 0 ≤ r ^ k := pow_nonneg (le_of_lt hr) k
    rw [Real.norm_of_nonneg (mul_nonneg hp (erfc_bounds r).1)]
    linarith [mul_le_mul_of_nonneg_left (erfc_bounds r).2 hp]
  refine ⟨hi, ?_⟩
  obtain ⟨gi, gv⟩ := gaussian_moment (k + 1) one_pos
  simp only [one_mul, one_pow, mul_one] at gi gv
  -- integrate the derivative of `r ^ (k + 1) * (1 - erf r)`; the boundary terms vanish
  have ht : Tendsto (fun r => r ^ (k + 1) * (1 - erf r)) atTop (𝓝 0) := by
    have h := (Real.tendsto_pow_mul_exp_neg_atTop_nhds_zero (k + 1)).const_mul (2 * Real.exp 1)
    rw [mul_zero] at h
    refine squeeze_zero' ?_ ?_ h
    · filter_upwards [eventually_ge_atTop 0] with r hr
      exact mul_nonneg (pow_nonneg hr _) (erfc_bounds r).1
    · filter_upwards [eventually_ge_atTop 0] with r hr
      linarith [mul_le_mul_of_nonneg_left (erfc_bounds r).2 (pow_nonneg hr (k + 1))]
  have hd : ∀ r ∈ Ici (0 : ℝ), HasDerivAt (fun r => r ^ (k + 1) * (1 - erf r))
      (((k : ℝ) + 1) * (r ^ k * (1 - erf r))
        - 2 / √π * (r ^ (k + 1) * Real.exp (-r ^ 2))) r := by
    intro r _
    refine ((hasDerivAt_pow (k + 1) r).fun_mul
      ((hasDerivAt_erf r).const_sub 1)).congr_deriv ?_
    simp only [Nat.add_sub_cancel, Nat.cast_add, Nat.cast_one]
    ring
  have h1 := hi.const_mul ((k : ℝ) + 1)
  have h2 := gi.const_mul (2 / √π)
  have h := integral_Ioi_of_hasDerivAt_of_tendsto' hd (h1.sub h2) ht
  rw [integral_sub h1 h2, integral_const_mul, integral_const_mul, gv] at h
  have e : ((k + 1 : ℕ) : ℝ) + 1 = k + 2 := by push_cast; ring
  rw [e, zero_pow (Nat.succ_ne_zero k), zero_mul, sub_zero] at h
  have hs : √π ≠ 0 := by positivity
  have hk : (k : ℝ) + 1 ≠ 0 := by positivity
  rw [eq_div_iff (mul_ne_zero hs hk)]
  field_simp at h
  linarith
```

## (f) Closed form of the error moments

For an integer \(m\ge1\), show that the \(m\)-th error moment converges and that
\[
\int_0^\infty r^m\Big(V(r)-\frac1r\Big)dr=\frac{\Gamma\!\left(\frac{m+1}{2}\right)}{\sqrt\pi}\left(\frac{1+8/2^m}{6}-\frac1m\right).
\]

**Solution.** Split the integrand:
\[
r^m\Big(V(r)-\frac1r\Big)=\frac{r^m e^{-r^2}+16\,r^m e^{-(2r)^2}}{3\sqrt\pi}-r^{m-1}(1-\operatorname{erf}(r)).
\]
By (d) with \(b=1\) and \(b=2\), the Gaussians give
\[
\frac{\Gamma(\frac{m+1}{2})}{6\sqrt\pi}\left(1+\frac{16}{2^{m+1}}\right)=\frac{\Gamma(\frac{m+1}{2})}{\sqrt\pi}\cdot\frac{1+8/2^m}{6}.
\]
By (e) with \(k=m-1\), the tail subtracts \(\Gamma(\frac{m+1}{2})/(\sqrt\pi\,m)\). Lean writes \(m=k+1\) throughout and proves the splitting as `he`.

```lean
/-- For `m ≥ 1` the `m`-th radial moment of the potential error is finite and has a closed
form. -/
theorem error_moment {m : ℕ} (hm : 1 ≤ m) :
    IntegrableOn (fun r => r ^ m * potentialError r) (Ioi 0) ∧
    ∫ r in Ioi (0 : ℝ), r ^ m * potentialError r
      = Real.Gamma (((m : ℝ) + 1) / 2) / √π * ((1 + 8 / 2 ^ m) / 6 - 1 / m) := by
  obtain ⟨k, rfl⟩ : ∃ k, m = k + 1 := ⟨m - 1, by omega⟩
  have hs : √π ≠ 0 := by positivity
  obtain ⟨i1, v1⟩ := gaussian_moment (k + 1) one_pos
  obtain ⟨i2, v2⟩ := gaussian_moment (k + 1) two_pos
  obtain ⟨i3, v3⟩ := erfc_moment k
  -- split the error into two Gaussians and the tail of the error function
  have he : EqOn (fun r => 1 / (3 * √π) * (r ^ (k + 1) * Real.exp (-(1 * r) ^ 2))
      + 16 / (3 * √π) * (r ^ (k + 1) * Real.exp (-(2 * r) ^ 2)) - r ^ k * (1 - erf r))
      (fun r => r ^ (k + 1) * potentialError r) (Ioi 0) := by
    intro r hr
    have hr0 : r ≠ 0 := ne_of_gt hr
    have e2 : -(2 * r) ^ 2 = -4 * r ^ 2 := by ring
    simp only [potentialError, smoothCoulomb, one_mul, e2]
    generalize Real.exp (-r ^ 2) = A
    generalize Real.exp (-4 * r ^ 2) = B
    field_simp
    ring
  have j1 := i1.const_mul (1 / (3 * √π))
  have j2 := i2.const_mul (16 / (3 * √π))
  have j12 : IntegrableOn (fun r => 1 / (3 * √π) * (r ^ (k + 1) * Real.exp (-(1 * r) ^ 2))
      + 16 / (3 * √π) * (r ^ (k + 1) * Real.exp (-(2 * r) ^ 2))) (Ioi 0) := j1.add j2
  refine ⟨IntegrableOn.congr_fun (j12.sub i3) he measurableSet_Ioi, ?_⟩
  rw [← setIntegral_congr_fun measurableSet_Ioi he, integral_sub j12 i3, integral_add j1 j2,
    integral_const_mul, integral_const_mul, v1, v2, v3]
  have e : ((k + 1 : ℕ) : ℝ) + 1 = k + 2 := by push_cast; ring
  rw [e]
  generalize Real.Gamma (((k : ℝ) + 2) / 2) = G
  have hk : (k : ℝ) + 1 ≠ 0 := by positivity
  push_cast
  simp only [one_pow, pow_succ]
  field_simp
  ring
```

## (g) Which moments vanish

For an integer \(m\ge1\), show that
\[
\int_0^\infty r^m\Big(V(r)-\frac1r\Big)dr=0\iff m\in\{2,3,4\}.
\]

**Solution.** The Gamma function is positive here, so only the bracket in (f) matters. For \(m=1,\dots,5\) it equals
\[
-\tfrac16,\quad 0,\quad 0,\quad 0,\quad \tfrac1{120}.
\]
For \(m\ge6\) we have \(1/m\le1/6\), so the bracket is at least \(8/(6\cdot2^m)>0\). The code makes the same division at 6, and `interval_cases` runs through the five small values.

```lean
/-- Among the radial moments of order `m ≥ 1` of the potential error, exactly those with
`m = 2, 3, 4` vanish. -/
theorem error_moment_eq_zero_iff {m : ℕ} (hm : 1 ≤ m) :
    ∫ r in Ioi (0 : ℝ), r ^ m * potentialError r = 0 ↔ m = 2 ∨ m = 3 ∨ m = 4 := by
  have hG : Real.Gamma (((m : ℝ) + 1) / 2) / √π ≠ 0 :=
    (div_pos (Real.Gamma_pos_of_pos (by positivity)) (by positivity)).ne'
  rw [(error_moment hm).2, mul_eq_zero, or_iff_right hG]
  by_cases h6 : 6 ≤ m
  · -- from the sixth moment on the Gaussians outweigh the tail
    have h1 : (1 : ℝ) / m ≤ 1 / 6 :=
      one_div_le_one_div_of_le (by norm_num) (by exact_mod_cast h6)
    have h2 : (0 : ℝ) < 8 / 2 ^ m := by positivity
    constructor
    · intro h
      linarith
    · intro h
      omega
  · have h5 : m < 6 := by omega
    interval_cases m <;> norm_num
```

## (h) Any smoothing length

For \(a>0\) and \(m\in\{2,3,4\}\), show that the following integral converges and that
\[
\int_0^\infty r^m\left(\frac{V(r/a)}{a}-\frac1r\right)dr=0 .
\]

**Solution.** With \(r=as\), the bracket becomes \(\frac1a\left(V(s)-\frac1s\right)\) and \(r^m\,dr=a^{m+1}s^m\,ds\). The integral is therefore \(a^m\) times the moment in (g), which is zero. The length \(a\) sets the range over which the potential is smoothed. Lean makes the substitution with `integral_comp_mul_left_Ioi`.

```lean
/-- For any smoothing length `a > 0` the potential `V(r/a)/a` has finite, vanishing error
moments of orders two, three and four. -/
theorem scaled_error_moment {a : ℝ} (ha : 0 < a) {m : ℕ} (hm : m = 2 ∨ m = 3 ∨ m = 4) :
    IntegrableOn (fun r => r ^ m * (smoothCoulomb (r / a) / a - 1 / r)) (Ioi 0) ∧
    ∫ r in Ioi (0 : ℝ), r ^ m * (smoothCoulomb (r / a) / a - 1 / r) = 0 := by
  have h1m : 1 ≤ m := by omega
  have he : (fun r => r ^ m * (smoothCoulomb (r / a) / a - 1 / r))
      = fun r => a ^ m / a * ((a⁻¹ * r) ^ m * potentialError (a⁻¹ * r)) := by
    funext r
    have h0 : a⁻¹ * r = r / a := by ring
    have h1 : a ^ m * (r ^ m / a ^ m) = r ^ m := mul_div_cancel₀ _ (pow_ne_zero m ha.ne')
    have h2 : a / r / a = 1 / r := by rw [div_right_comm, div_self ha.ne']
    rw [h0, potentialError, one_div_div, div_pow]
    calc r ^ m * (smoothCoulomb (r / a) / a - 1 / r)
        = a ^ m * (r ^ m / a ^ m) * (smoothCoulomb (r / a) / a - a / r / a) := by rw [h1, h2]
      _ = a ^ m / a * (r ^ m / a ^ m * (smoothCoulomb (r / a) - a / r)) := by ring
  rw [he]
  constructor
  · exact ((integrableOn_Ioi_comp_mul_left_iff (fun r => r ^ m * potentialError r) 0
      (inv_pos.2 ha)).2 (by rw [mul_zero]; exact (error_moment h1m).1)).const_mul _
  · have h := integral_comp_mul_left_Ioi (fun r => r ^ m * potentialError r) 0 (inv_pos.2 ha)
    rw [mul_zero, (error_moment_eq_zero_iff h1m).2 hm, smul_zero] at h
    rw [integral_const_mul, h, mul_zero]
```

## (i) Energy shift for a quadratic density

For \(a>0\) and real \(c_0,c_1,c_2\), show that
\[
\int_0^\infty 4\pi r^2\left(\frac{V(r/a)}{a}-\frac1r\right)\big(c_0+c_1r+c_2r^2\big)\,dr=0 .
\]

**Solution.** Expanding the product gives \(4\pi c_0\), \(4\pi c_1\) and \(4\pi c_2\) times the moments of orders 2, 3 and 4 from (h). Each is zero. The Lean proof does the same, with the convergence from (h) allowing the integral to be split.

The energy shift defined at the start is therefore zero when the density is held fixed and is quadratic in \(r\) over the whole half-line. Such a density is an idealisation: unless it is identically zero, its total charge and its nuclear attraction energy both diverge, and only the integral with the potential error is finite. An actual atomic density can follow such a polynomial over a limited range of \(r\) at most. The response of the density to the changed potential and the error of summing over grid points are not treated.

```lean
/-- For any smoothing length `a > 0`, the potential error integrated over space against a
radial density `c₀ + c₁ r + c₂ r²` gives zero. -/
theorem quadratic_density_shift {a : ℝ} (ha : 0 < a) (c₀ c₁ c₂ : ℝ) :
    ∫ r in Ioi (0 : ℝ), 4 * π * r ^ 2 * (smoothCoulomb (r / a) / a - 1 / r)
      * (c₀ + c₁ * r + c₂ * r ^ 2) = 0 := by
  obtain ⟨i2, v2⟩ := scaled_error_moment ha (m := 2) (by norm_num)
  obtain ⟨i3, v3⟩ := scaled_error_moment ha (m := 3) (by norm_num)
  obtain ⟨i4, v4⟩ := scaled_error_moment ha (m := 4) (by norm_num)
  have j2 := i2.const_mul (4 * π * c₀)
  have j3 := i3.const_mul (4 * π * c₁)
  have j4 := i4.const_mul (4 * π * c₂)
  have j23 : IntegrableOn (fun r =>
      4 * π * c₀ * (r ^ 2 * (smoothCoulomb (r / a) / a - 1 / r))
      + 4 * π * c₁ * (r ^ 3 * (smoothCoulomb (r / a) / a - 1 / r))) (Ioi 0) := j2.add j3
  calc _ = ∫ r in Ioi (0 : ℝ),
        (4 * π * c₀ * (r ^ 2 * (smoothCoulomb (r / a) / a - 1 / r))
        + 4 * π * c₁ * (r ^ 3 * (smoothCoulomb (r / a) / a - 1 / r)))
        + 4 * π * c₂ * (r ^ 4 * (smoothCoulomb (r / a) / a - 1 / r)) := by
        congr 1
        funext r
        generalize smoothCoulomb (r / a) / a - 1 / r = W
        ring
    _ = 0 := by
        rw [integral_add j23 j4, integral_add j2 j3, integral_const_mul, integral_const_mul,
          integral_const_mul, v2, v3, v4]
        ring

end

end SmoothedCoulomb
```

```lean
#print axioms SmoothedCoulomb.scaled_error_moment
-- 'SmoothedCoulomb.scaled_error_moment' depends on axioms: [propext, Classical.choice, Quot.sound]
#print axioms SmoothedCoulomb.quadratic_density_shift
-- 'SmoothedCoulomb.quadratic_density_shift' depends on axioms: [propext, Classical.choice, Quot.sound]
```
